# An eigenvalue cutoff can make a quadratic OEP energy jump, while a fixed positive shift keeps it continuous for a positive semidefinite response

## Why does my energy curve have a step where an eigenvalue meets the cutoff?

A finite-difference force taken across a step in the energy is useless, because the jump gets divided by the displacement. I see such a step in a finite-basis optimized effective potential (OEP) scan in which I discard response eigenvalues below s. The discarded mode is nearly singular, so I expected it to carry almost no energy. Is the step a convergence problem, and would adding a constant lam to the diagonal of the response matrix remove it?

## The cutoff switches off a finite energy

Tighter convergence can't remove a step that the cutoff causes: in the quadratic model below, the exact minimum itself jumps unless the linear term vanishes in the crossing mode. Let v hold the potential coefficients, A the response matrix (with the sign that makes it positive semidefinite) and b the linear term:

E(v) = v·Av/2 − b·v

The cutoff s > 0 marks the response below which a mode is treated as noise. Take A diagonal with entries aᵢ, where a_k = s + t. An eigenvector w with eigenvalue μ ≥ s satisfies (μ − aᵢ)wᵢ = 0, so wᵢ = 0 whenever aᵢ < s. Conversely, the coordinate vectors with aᵢ ≥ s are eigenvectors that are kept. Truncation therefore sets exactly the low components to zero. In each kept mode,

aᵢvᵢ²/2 − bᵢvᵢ = (aᵢvᵢ − bᵢ)²/(2aᵢ) − bᵢ²/(2aᵢ)

and the minimum is at vᵢ = bᵢ/aᵢ. Let C be the sum of bᵢ²/(2aᵢ) over the kept modes other than k. The minimized energy is

m(t) = −C for t < 0

m(t) = −C − b_k²/(2(s + t)) for t ≥ 0

The limit from below exceeds m(0) by b_k²/(2s), and the limit from above equals m(0). Continuity at 0 thus means b_k = 0. What counts is b_k² relative to s, so a small b_k alone doesn't make the jump small: s = 0.01 and b_k = 0.1 give 0.5.

Now drop the cutoff, fix lam > 0, which penalizes large coefficients, and use v = (A + lam)⁻¹b with all modes kept, where A + lam means A plus lam times the identity matrix. If (A + lam)x = 0, then

0 = x·Ax + lam x·x

Both terms are nonnegative, so x = 0 and A + lam is invertible. Its inverse is the adjugate divided by a nonzero determinant, hence continuous in A, and E is a polynomial in A and v. For fixed b the energy is therefore continuous in A, so in this model replacing the cutoff by the shift does remove the step.

```lean
import Mathlib

open Matrix Filter Topology

namespace FiniteBasisOEP

noncomputable section

variable {ι : Type*} [Fintype ι] [DecidableEq ι]

/-- The quadratic energy `v·Av/2 - b·v` of a potential with coefficient vector `v`. -/
def energy (A : Matrix ι ι ℝ) (b v : ι → ℝ) : ℝ :=
  (v ⬝ᵥ (A *ᵥ v)) / 2 - b ⬝ᵥ v

/-- The potentials kept by truncation: the span of the eigenvectors of `A` whose
eigenvalue is at least the cutoff `s`. -/
def retained (s : ℝ) (A : Matrix ι ι ℝ) : Submodule ℝ (ι → ℝ) :=
  Submodule.span ℝ {v | ∃ μ : ℝ, s ≤ μ ∧ A *ᵥ v = μ • v}

/-- The infimum of the energy over the potentials kept by truncation at `s`, provided the energy is
bounded below on them. -/
def truncatedMin (s : ℝ) (A : Matrix ι ι ℝ) (b : ι → ℝ) : ℝ :=
  sInf (energy A b '' (retained s A : Set (ι → ℝ)))

/-- The energy at the regularized potential `(A + lam)⁻¹ b`, for `A + lam` invertible. -/
def regularizedEnergy (lam : ℝ) (A : Matrix ι ι ℝ) (b : ι → ℝ) : ℝ :=
  energy A b ((A + lam • (1 : Matrix ι ι ℝ))⁻¹ *ᵥ b)

/-- A diagonal response matrix in which mode `k` has eigenvalue `s + t` and every other
mode `i` has the fixed eigenvalue `a i`. -/
def crossing (a : ι → ℝ) (k : ι) (s t : ℝ) : Matrix ι ι ℝ :=
  diagonal (Function.update a k (s + t))

/-- For a diagonal matrix the energy is a sum of independent mode energies. -/
theorem energy_diagonal (a b v : ι → ℝ) :
    energy (diagonal a) b v = ∑ i, (a i * v i ^ 2 / 2 - b i * v i) := by
  simp only [energy, dotProduct, mulVec_diagonal]
  rw [Finset.sum_div, ← Finset.sum_sub_distrib]
  exact Finset.sum_congr rfl fun i _ => by ring

/-- For a diagonal matrix, truncation keeps exactly the potentials with no component
along the modes whose eigenvalue lies below the cutoff. -/
theorem mem_retained_diagonal (s : ℝ) (a v : ι → ℝ) :
    v ∈ retained s (diagonal a) ↔ ∀ i, a i < s → v i = 0 := by
  constructor
  · intro hv i hi
    unfold retained at hv
    induction hv using Submodule.span_induction with
    | mem w hw =>
      obtain ⟨μ, hμ, hw⟩ := hw
      have h := congrFun hw i
      rw [mulVec_diagonal, Pi.smul_apply, smul_eq_mul] at h
      have h0 : (μ - a i) * w i = 0 := by linear_combination -h
      exact (mul_eq_zero.mp h0).resolve_left (sub_pos.mpr (lt_of_lt_of_le hi hμ)).ne'
    | zero => rfl
    | add x y _ _ hx hy => simp [hx, hy]
    | smul c x _ hx => simp [hx]
  · intro hv
    -- expand in the coordinate vectors, which are eigenvectors
    have hsum : v = ∑ i, v i • (Pi.single i (1 : ℝ) : ι → ℝ) := by
      ext j
      simp [Finset.sum_apply, Pi.single_apply]
    rw [hsum]
    refine Submodule.sum_mem _ fun i _ => ?_
    by_cases hi : a i < s
    · rw [hv i hi, zero_smul]
      exact Submodule.zero_mem _
    · refine Submodule.smul_mem _ _ (Submodule.subset_span ⟨a i, not_lt.mp hi, ?_⟩)
      ext j
      rw [mulVec_diagonal]
      by_cases h : j = i
      · subst h
        simp
      · simp [h]

/-- For a positive cutoff and a diagonal matrix, the truncated energy has a minimum, to which
each retained mode contributes `-b i ^ 2 / (2 * a i)`. -/
theorem isLeast_truncated {s : ℝ} (hs : 0 < s) (a b : ι → ℝ) :
    IsLeast (energy (diagonal a) b '' (retained s (diagonal a) : Set (ι → ℝ)))
      (-∑ i, if s ≤ a i then b i ^ 2 / (2 * a i) else 0) := by
  constructor
  · refine ⟨fun i => if s ≤ a i then b i / a i else 0, ?_, ?_⟩
    · exact (mem_retained_diagonal s a _).mpr fun i hi => if_neg (not_le.mpr hi)
    · rw [energy_diagonal, ← Finset.sum_neg_distrib]
      refine Finset.sum_congr rfl fun i _ => ?_
      by_cases h : s ≤ a i
      · have hp : a i ≠ 0 := (hs.trans_le h).ne'
        simp only [if_pos h]
        field_simp
        ring
      · simp [h]
  · rintro _ ⟨v, hv, rfl⟩
    have hv' := (mem_retained_diagonal s a v).mp hv
    rw [energy_diagonal, ← Finset.sum_neg_distrib]
    refine Finset.sum_le_sum fun i _ => ?_
    by_cases h : s ≤ a i
    · have hp : 0 < a i := hs.trans_le h
      rw [if_pos h]
      -- complete the square in this mode
      have key : a i * v i ^ 2 / 2 - b i * v i + b i ^ 2 / (2 * a i)
          = (a i * v i - b i) ^ 2 / (2 * a i) := by
        field_simp
        ring
      have hn : 0 ≤ (a i * v i - b i) ^ 2 / (2 * a i) := by positivity
      linarith
    · simp [h, hv' i (not_le.mp h)]

/-- For a positive cutoff, the crossing mode contributes to the truncated minimum only
when `t ≥ 0`; the contribution of the other modes does not depend on `t`. -/
theorem truncatedMin_crossing {s : ℝ} (hs : 0 < s) (a b : ι → ℝ) (k : ι) (t : ℝ) :
    truncatedMin s (crossing a k s t) b =
      -(∑ i ∈ Finset.univ.erase k, if s ≤ a i then b i ^ 2 / (2 * a i) else 0)
        - if 0 ≤ t then b k ^ 2 / (2 * (s + t)) else 0 := by
  have hrest : (∑ i ∈ Finset.univ.erase k, if s ≤ Function.update a k (s + t) i then
        b i ^ 2 / (2 * Function.update a k (s + t) i) else 0)
      = ∑ i ∈ Finset.univ.erase k, if s ≤ a i then b i ^ 2 / (2 * a i) else 0 :=
    Finset.sum_congr rfl fun i hi => by
      rw [Function.update_of_ne (Finset.ne_of_mem_erase hi)]
  rw [truncatedMin, crossing, (isLeast_truncated hs _ b).csInf_eq,
    ← Finset.add_sum_erase _ _ (Finset.mem_univ k), hrest, Function.update_self]
  by_cases ht : 0 ≤ t
  · have h : s ≤ s + t := by linarith
    rw [if_pos ht, if_pos h]
    ring
  · have h : ¬ s ≤ s + t := by linarith
    rw [if_neg ht, if_neg h]
    ring

/-- For a positive cutoff `s`, as mode `k` crosses it the truncated minimum jumps by
`b k ^ 2 / (2 * s)`: the limit from below exceeds the value at the cutoff by this amount,
and the limit from above equals that value. -/
theorem truncation_jump {s : ℝ} (hs : 0 < s) (a b : ι → ℝ) (k : ι) :
    Tendsto (fun t => truncatedMin s (crossing a k s t) b) (𝓝[<] 0)
        (𝓝 (truncatedMin s (crossing a k s 0) b + b k ^ 2 / (2 * s))) ∧
      Tendsto (fun t => truncatedMin s (crossing a k s t) b) (𝓝[>] 0)
        (𝓝 (truncatedMin s (crossing a k s 0) b)) := by
  constructor
  · refine tendsto_const_nhds.congr' ?_
    filter_upwards [self_mem_nhdsWithin] with t ht
    have ht' : ¬ 0 ≤ t := not_le.mpr (Set.mem_Iio.mp ht)
    rw [truncatedMin_crossing hs a b k 0, truncatedMin_crossing hs a b k t,
      if_pos (le_refl (0 : ℝ)), if_neg ht', add_zero]
    ring
  · have hc : ContinuousAt (fun t : ℝ => b k ^ 2 / (2 * (s + t))) 0 := by
      refine ContinuousAt.div (by fun_prop) (by fun_prop) ?_
      simpa using hs.ne'
    rw [truncatedMin_crossing hs a b k 0, if_pos (le_refl (0 : ℝ))]
    refine ((hc.tendsto.mono_left nhdsWithin_le_nhds).const_sub _).congr' ?_
    filter_upwards [self_mem_nhdsWithin] with t ht
    rw [truncatedMin_crossing hs a b k t, if_pos (Set.mem_Ioi.mp ht).le]

/-- For a positive cutoff, the truncated minimum is continuous at the crossing exactly when
the linear term `b` has no component along the crossing mode. -/
theorem truncated_continuousAt_iff {s : ℝ} (hs : 0 < s) (a b : ι → ℝ) (k : ι) :
    ContinuousAt (fun t => truncatedMin s (crossing a k s t) b) 0 ↔ b k = 0 := by
  constructor
  · intro h
    have hl : Tendsto (fun t => truncatedMin s (crossing a k s t) b) (𝓝[<] 0)
        (𝓝 (truncatedMin s (crossing a k s 0) b)) :=
      h.tendsto.mono_left nhdsWithin_le_nhds
    have h1 := tendsto_nhds_unique hl (truncation_jump hs a b k).1
    have h2 : b k ^ 2 / (2 * s) = 0 := by linarith
    have h3 : 2 * s ≠ 0 := by positivity
    exact (pow_eq_zero_iff two_ne_zero).mp ((div_eq_zero_iff.mp h2).resolve_right h3)
  · intro h
    have hconst : (fun t => truncatedMin s (crossing a k s t) b)
        = fun _ => truncatedMin s (crossing a k s 0) b := by
      funext t
      rw [truncatedMin_crossing hs a b k t, truncatedMin_crossing hs a b k 0]
      simp [h]
    rw [hconst]
    exact continuousAt_const

/-- For fixed `lam > 0`, the energy at the regularized potential depends continuously on the
response matrix at every `A` with nonnegative quadratic form. -/
theorem regularized_continuousAt {lam : ℝ} (hl : 0 < lam) (A : Matrix ι ι ℝ)
    (hA : ∀ x : ι → ℝ, 0 ≤ x ⬝ᵥ (A *ᵥ x)) (b : ι → ℝ) :
    ContinuousAt (fun M => regularizedEnergy lam M b) A := by
  -- the shift makes the matrix nonsingular
  have hdet : (A + lam • (1 : Matrix ι ι ℝ)).det ≠ 0 := by
    intro h
    obtain ⟨v, hv, h0⟩ := exists_mulVec_eq_zero_iff.mpr h
    have h1 : v ⬝ᵥ (A *ᵥ v) + lam * (v ⬝ᵥ v) = 0 := by
      have h2 := congrArg (fun w => v ⬝ᵥ w) h0
      simpa [add_mulVec, smul_mulVec, dotProduct_add, dotProduct_smul] using h2
    have h2 : 0 ≤ v ⬝ᵥ v := Finset.sum_nonneg fun i _ => mul_self_nonneg _
    have h3 : v ⬝ᵥ v ≤ 0 := by
      by_contra hc
      have := mul_pos hl (not_le.mp hc)
      linarith [hA v]
    exact hv (dotProduct_self_eq_zero.mp (le_antisymm h3 h2))
  have hc : Continuous fun M : Matrix ι ι ℝ => M + lam • (1 : Matrix ι ι ℝ) :=
    continuous_id.add continuous_const
  -- the inverse is the adjugate divided by the determinant
  have hinv : ContinuousAt (fun M : Matrix ι ι ℝ => (M + lam • (1 : Matrix ι ι ℝ))⁻¹) A := by
    simp only [Matrix.inv_def, Ring.inverse_eq_inv']
    exact (hc.matrix_det.continuousAt.inv₀ hdet).smul hc.matrix_adjugate.continuousAt
  have hmul : Continuous fun N : Matrix ι ι ℝ => N *ᵥ b :=
    continuous_id.matrix_mulVec continuous_const
  have he : Continuous fun p : Matrix ι ι ℝ × (ι → ℝ) => energy p.1 b p.2 := by
    have hmv : Continuous fun p : Matrix ι ι ℝ × (ι → ℝ) => p.1 *ᵥ p.2 :=
      continuous_fst.matrix_mulVec continuous_snd
    simp only [energy, dotProduct]
    exact ((continuous_finsetSum _ fun i _ => ((continuous_apply i).comp continuous_snd).mul
      ((continuous_apply i).comp hmv)).div_const 2).sub
      (continuous_finsetSum _ fun i _ =>
        continuous_const.mul ((continuous_apply i).comp continuous_snd))
  have hv : ContinuousAt
      (fun M : Matrix ι ι ℝ => (M + lam • (1 : Matrix ι ι ℝ))⁻¹ *ᵥ b) A :=
    ContinuousAt.comp' (g := fun N : Matrix ι ι ℝ => N *ᵥ b) hmul.continuousAt hinv
  exact ContinuousAt.comp'
    (f := fun M : Matrix ι ι ℝ => (M, (M + lam • (1 : Matrix ι ι ℝ))⁻¹ *ᵥ b))
    (g := fun p : Matrix ι ι ℝ × (ι → ℝ) => energy p.1 b p.2)
    he.continuousAt (continuousAt_id.prodMk hv)

/-- For fixed `lam > 0`, a positive cutoff `s` and nonnegative eigenvalues of the other modes,
the energy at the regularized potential is continuous as mode `k` crosses `s`. -/
theorem regularized_crossing_continuousAt {lam s : ℝ} (hl : 0 < lam) (hs : 0 < s)
    (a b : ι → ℝ) (k : ι) (ha : ∀ i, i ≠ k → 0 ≤ a i) :
    ContinuousAt (fun t => regularizedEnergy lam (crossing a k s t) b) 0 := by
  have hc : Continuous fun t : ℝ => crossing a k s t := by
    unfold crossing
    exact (continuous_const.update k (continuous_const.add continuous_id)).matrix_diagonal
  have hpos : ∀ x : ι → ℝ, 0 ≤ x ⬝ᵥ (crossing a k s 0 *ᵥ x) := by
    intro x
    simp only [crossing, dotProduct, mulVec_diagonal]
    refine Finset.sum_nonneg fun i _ => ?_
    have hd : 0 ≤ Function.update a k (s + 0) i := by
      by_cases h : i = k
      · subst h
        simp [hs.le]
      · simp [h, ha i h]
    nlinarith [mul_nonneg hd (mul_self_nonneg (x i))]
  exact ContinuousAt.comp (f := fun t : ℝ => crossing a k s t)
    (g := fun M => regularizedEnergy lam M b)
    (regularized_continuousAt hl _ hpos b) hc.continuousAt

/-- For the response matrix `diag(1, s + t)` with cutoff `0 < s ≤ 1`, the truncated minimum
is `-b₁²/2` for `t < 0` and `-b₁²/2 - b₂²/(2(s + t))` for `t ≥ 0`. -/
theorem two_mode_truncatedMin {s : ℝ} (hs : 0 < s) (hs1 : s ≤ 1) (b₁ b₂ t : ℝ) :
    truncatedMin s (diagonal ![1, s + t]) ![b₁, b₂] =
      -(b₁ ^ 2 / 2) - if 0 ≤ t then b₂ ^ 2 / (2 * (s + t)) else 0 := by
  rw [truncatedMin, (isLeast_truncated hs _ _).csInf_eq, Fin.sum_univ_two]
  rw [if_pos (show s ≤ (![1, s + t] : Fin 2 → ℝ) 0 from hs1)]
  by_cases ht : 0 ≤ t
  · have h : s ≤ s + t := by linarith
    rw [if_pos ht, if_pos (show s ≤ (![1, s + t] : Fin 2 → ℝ) 1 from h)]
    simp only [Matrix.cons_val_zero, Matrix.cons_val_one, Matrix.cons_val_fin_one]
    ring
  · have h : ¬ s ≤ s + t := by linarith
    rw [if_neg ht, if_neg (show ¬ s ≤ (![1, s + t] : Fin 2 → ℝ) 1 from h)]
    simp only [Matrix.cons_val_zero]
    ring

end

end FiniteBasisOEP
```

```lean
#print axioms FiniteBasisOEP.truncated_continuousAt_iff
#print axioms FiniteBasisOEP.regularized_crossing_continuousAt
#print axioms FiniteBasisOEP.two_mode_truncatedMin
```

```
'FiniteBasisOEP.truncated_continuousAt_iff' depends on axioms: [propext, Classical.choice, Quot.sound]
'FiniteBasisOEP.regularized_crossing_continuousAt' depends on axioms: [propext, Classical.choice, Quot.sound]
'FiniteBasisOEP.two_mode_truncatedMin' depends on axioms: [propext, Classical.choice, Quot.sound]
```

In the code, `ι` labels the finite basis, `retained` is the span of the eigenvectors with eigenvalue at least `s`, and `truncatedMin` is the infimum of `energy` over it. `crossing a k s t` overwrites entry `k` of `a` by `s + t`. `truncation_jump` gives the two one-sided limits, `truncated_continuousAt_iff` the criterion `b k = 0`, and `two_mode_truncatedMin` the energy for diag(1, s + t) with 0 < s ≤ 1.

`regularizedEnergy` evaluates the original E, without the penalty, at the shifted solution. `regularized_continuousAt` allows any matrix with nonnegative quadratic form, and `regularized_crossing_continuousAt` applies it to the crossing when the other eigenvalues are nonnegative. The model keeps b and the eigenvectors fixed along the crossing, whereas in a self-consistent OEP calculation both change with the orbitals.

`mem_retained_diagonal` identifies the kept space, by induction over the span in one direction and by expansion in coordinate vectors in the other. `isLeast_truncated` completes the square, `truncatedMin_crossing` splits off mode k, and the limits follow. For the criterion, `tendsto_nhds_unique` equates the left limit with the value. In the regularized proof, `hdet` is the invertibility argument and `hinv` the adjugate formula.

The device that carries the truncated half is `IsLeast`. It says that a number belongs to a set and bounds it from below. Its lemma `csInf_eq` then turns the infimum in `truncatedMin` into that number. This matters because Lean assigns the value 0 to the infimum of a real set that is unbounded below, so a formula for `sInf` alone would not show that a minimum exists.

Some condition on A is needed for the shift to work. With one mode, b ≠ 0 and A = −lam + ε, the regularized energy is

E = −b²(lam + ε)/(2ε²)

which diverges as ε → 0. The example rules out only a singular A + lam; nonnegativity is a convenient way to exclude that for every lam > 0.
